# The end-site Green's function of a finite real symmetric tridiagonal chain is a continued fraction in the upper half-plane

A Lanczos run on a many-body Hamiltonian, started from a normalised state, returns two short lists of real numbers: the diagonal entries $a_j$ and the off-diagonal entries $b_j$ of a tridiagonal matrix $H$. To plot the spectral function of the starting state at total energy $\omega$ (not an excitation energy measured from the ground state) with broadening $\eta>0$, one sets $z=\omega+i\eta$ and evaluates a continued fraction from its innermost level outwards, with one division per level and no matrix inversion. This step rests on the identity

$$
\left[(z-H)^{-1}\right]_{00}=\cfrac{1}{z-a_0-\cfrac{b_0^2}{z-a_1-\cfrac{b_1^2}{\ddots}}}\,,\qquad \operatorname{Im} z>0,
$$

which is proved here for a real symmetric tridiagonal $H$ of any finite size $\ge 1$. It is exact for the tridiagonal matrix. How well a truncated Lanczos matrix represents the original Hamiltonian is a separate question, as is the effect of rounding.

```lean
import Mathlib

open Matrix

namespace ChainContinuedFraction

noncomputable section
```

## The chain and its resolvent

Read $H$ as the Hamiltonian of one particle on an open chain. Site $j$ has energy $a_j$, and $b_j$ couples sites $j$ and $j+1$:

$$
H_{jj}=a_j,\qquad H_{j,j+1}=H_{j+1,j}=b_j,
$$

with all other entries zero. Sites are counted from 0. Many texts write $b_{j+1}$ for the coupling called $b_j$ here.

In Lean, `Fin n` is the set of sites $0,\dots,n-1$. The parameters are infinite real sequences `ℕ → ℝ`, of which the matrix reads only the first $n$ site energies and the first $n-1$ couplings. The entries are real numbers regarded as complex ones, and a coupling may be zero.

```lean
/-- The Hamiltonian of an open chain of `n` sites with site energies `a j` and
real coupling `b j` between the sites `j` and `j + 1`. -/
def chainH (n : ℕ) (a b : ℕ → ℝ) : Matrix (Fin n) (Fin n) ℂ :=
  Matrix.of fun i j =>
    if (i : ℕ) = j then (a i : ℂ)
    else if (i : ℕ) + 1 = j then (b i : ℂ)
    else if (j : ℕ) + 1 = i then (b j : ℂ)
    else 0
```

The matrix to be inverted is $z-H$, with $z$ multiplying the identity.

```lean
/-- The matrix `z - H` of the chain. -/
def energyMinusH (n : ℕ) (a b : ℕ → ℝ) (z : ℂ) : Matrix (Fin n) (Fin n) ℂ :=
  z • (1 : Matrix (Fin n) (Fin n) ℂ) - chainH n a b
```

The Green's function is $G(z)=(z-H)^{-1}$. The definition uses Lean's matrix inverse, which is meaningful only when $z-H$ is invertible; that is proved below for $\operatorname{Im}z>0$.

```lean
/-- The Green's function `(z - H)⁻¹` of the chain, for `z` outside the spectrum of `H`. -/
def green (n : ℕ) (a b : ℕ → ℝ) (z : ℂ) : Matrix (Fin n) (Fin n) ℂ :=
  (energyMinusH n a b z)⁻¹
```

## Removing the first site

The argument shortens the chain from the front. Write $a'_k=a_{k+1}$ and $b'_k=b_{k+1}$ for the parameters that remain once site 0 has gone, and $H'$ for the Hamiltonian of the shorter chain.

```lean
/-- The parameters of the chain with its first site removed. -/
def peel (f : ℕ → ℝ) : ℕ → ℝ := fun k => f (k + 1)
```

Let $C_n(a,b)$ be the continued fraction with $n$ levels, at fixed $z$. It is defined by

$$
C_0(a,b)=0,\qquad C_{n+1}(a,b)=\frac{1}{z-a_0-b_0^2\,C_n(a',b')}.
$$

One level gives $1/(z-a_0)$, and two levels give $1/\bigl(z-a_0-b_0^2/(z-a_1)\bigr)$. In the innermost level the coupling multiplies $C_0=0$, so the fraction uses no coupling beyond the end of the chain.

```lean
/-- The continued fraction `1/(z - a 0 - (b 0)²/(z - a 1 - (b 1)²/(...)))` with `n` levels,
for `z` at which no denominator vanishes; with no level it is zero. -/
def contFrac : ℕ → (ℕ → ℝ) → (ℕ → ℝ) → ℂ → ℂ
  | 0, _, _, _ => 0
  | n + 1, a, b, z => 1 / (z - (a 0 : ℂ) - (b 0 : ℂ) ^ 2 * contFrac n (peel a) (peel b) z)
```

## No denominator vanishes

Call the outermost denominator $D_n(a,b)=z-a_0-b_0^2\,C_n(a',b')$. The claim is that, for $\operatorname{Im}z>0$, $\operatorname{Im}D_n(a,b)>0$ for all real $a,b$.

For $n=0$ the fraction is zero and $\operatorname{Im}D_0=\operatorname{Im}z>0$. Suppose the claim holds for $n$. Since $C_{n+1}(a',b')=1/D_n(a',b')$,

$$
\operatorname{Im}C_{n+1}(a',b')=-\frac{\operatorname{Im}D_n(a',b')}{|D_n(a',b')|^2}\le 0,
$$

and because $a_0$ and $b_0$ are real,

$$
\operatorname{Im}D_{n+1}(a,b)=\operatorname{Im}z-b_0^2\operatorname{Im}C_{n+1}(a',b')\ge\operatorname{Im}z>0.
$$

The proof is this induction. `key` is the first display, `him` takes the real factor $b_0^2$ out of the imaginary part, and `linarith` combines the inequalities. The sequences are quantified inside the induction, so the hypothesis can be applied to the shortened chain.

```lean
variable {z : ℂ}

/-- In the upper half plane every denominator of the continued fraction has
positive imaginary part. -/
theorem denominator_im_pos (hz : 0 < z.im) (n : ℕ) : ∀ a b : ℕ → ℝ,
    0 < (z - (a 0 : ℂ) - (b 0 : ℂ) ^ 2 * contFrac n (peel a) (peel b) z).im := by
  induction n with
  | zero =>
    intro a b
    simpa [contFrac] using hz
  | succ n ih =>
    intro a b
    have hD := ih (peel a) (peel b)
    -- the inverse of a number in the upper half plane lies in the lower one
    have key : (contFrac (n + 1) (peel a) (peel b) z).im ≤ 0 := by
      rw [contFrac, one_div, Complex.inv_im]
      exact div_nonpos_of_nonpos_of_nonneg (by linarith) (Complex.normSq_nonneg _)
    have him : ((b 0 : ℂ) ^ 2 * contFrac (n + 1) (peel a) (peel b) z).im
        = b 0 ^ 2 * (contFrac (n + 1) (peel a) (peel b) z).im := by
      rw [← Complex.ofReal_pow, Complex.mul_im, Complex.ofReal_re, Complex.ofReal_im]
      ring
    rw [Complex.sub_im, Complex.sub_im, Complex.ofReal_im, him]
    have := mul_nonneg (sq_nonneg (b 0)) (neg_nonneg.mpr key)
    linarith
```

## The equations of motion, row by row

Let $x$ be a vector of amplitudes on a chain with at least two sites. Row 0 of $(z-H)x$ sees only the first two of them:

$$
[(z-H)x]_0=(z-a_0)\,x_0-b_0\,x_1.
$$

In the code `Fin.succ 0` is site 1. The proof computes the entries of the row and splits the first two terms off the sum; the remaining terms are zero.

```lean
/-- The first row of `(z - H) x` involves only the amplitudes on the first two sites. -/
theorem row_zero (n : ℕ) (a b : ℕ → ℝ) (x : Fin (n + 2) → ℂ) :
    (energyMinusH (n + 2) a b z *ᵥ x) 0
      = (z - (a 0 : ℂ)) * x 0 - (b 0 : ℂ) * x (Fin.succ 0) := by
  have e0 : energyMinusH (n + 2) a b z 0 0 = z - (a 0 : ℂ) := by
    simp [energyMinusH, chainH]
  have e1 : energyMinusH (n + 2) a b z 0 (Fin.succ 0) = -(b 0 : ℂ) := by
    simp [energyMinusH, chainH]
  have e2 : ∀ k : Fin n, energyMinusH (n + 2) a b z 0 k.succ.succ = 0 := by
    intro k
    simp [energyMinusH, chainH, (Fin.succ_ne_zero _).symm]
  have e3 : ∑ k : Fin n, energyMinusH (n + 2) a b z 0 k.succ.succ * x k.succ.succ = 0 :=
    Finset.sum_eq_zero fun k _ => by rw [e2 k, zero_mul]
  simp only [Matrix.mulVec, dotProduct]
  rw [Fin.sum_univ_succ, Fin.sum_univ_succ, e0, e1, e3]
  ring
```

Every other row is a row of the shorter chain, apart from the link back to site 0. With $x'_j=x_{j+1}$,

$$
[(z-H)x]_{i+1}=[(z-H')x']_i-\delta_{i0}\,b_0\,x_0.
$$

Here `h0` identifies the entry in column 0, and `hs` says that the remaining entries are those of $z-H'$.

```lean
/-- The other rows are those of the chain without its first site, with the first site
acting as a source on its neighbour. -/
theorem row_succ (n : ℕ) (a b : ℕ → ℝ) (x : Fin (n + 1) → ℂ) (i : Fin n) :
    (energyMinusH (n + 1) a b z *ᵥ x) i.succ
      = (energyMinusH n (peel a) (peel b) z *ᵥ fun j => x j.succ) i
        - (if (i : ℕ) = 0 then (b 0 : ℂ) * x 0 else 0) := by
  have h0 : energyMinusH (n + 1) a b z i.succ 0
      = -(if (i : ℕ) = 0 then (b 0 : ℂ) else 0) := by
    by_cases hi : (i : ℕ) = 0
    · simp [energyMinusH, chainH, hi]
    · simp [energyMinusH, chainH, hi]
  have hs : ∀ j : Fin n, energyMinusH (n + 1) a b z i.succ j.succ
      = energyMinusH n (peel a) (peel b) z i j := by
    intro j
    simp [energyMinusH, chainH, Matrix.one_apply, peel]
  simp only [Matrix.mulVec, dotProduct]
  rw [Fin.sum_univ_succ, h0]
  simp only [hs]
  split_ifs <;> ring
```

## The response to a source on the first site

Suppose a source of strength $c$ acts on site 0 alone, so that $(z-H)x=c\,e_0$, where $e_0$ is the unit vector on site 0. On a chain of $n+1$ sites, with $\operatorname{Im}z>0$, the amplitude there is

$$
x_0=c\,C_{n+1}(a,b).
$$

For one site the equation reads $(z-a_0)x_0=c$, and division gives the result.

For $n+2$ sites, rows $1,2,\dots$ have no external source, so the previous identity turns them into

$$
(z-H')x'=b_0x_0\,e_0.
$$

The shorter chain is driven by a source $b_0x_0$ on its own first site. By the induction hypothesis $x_1=b_0x_0\,C_{n+1}(a',b')$. Inserting this in row 0 gives

$$
\bigl(z-a_0-b_0^2\,C_{n+1}(a',b')\bigr)x_0=c,
$$

and the bracket is nonzero because its imaginary part is positive.

In the proof `hy` is the formula for $x_1$ and `h0` is row 0. The final `linear_combination` performs the substitution.

```lean
/-- A source of strength `c` on the first site produces there the amplitude `c` times the continued
fraction, for `z` in the upper half plane. -/
theorem surface_amplitude (hz : 0 < z.im) (n : ℕ) :
    ∀ (a b : ℕ → ℝ) (x : Fin (n + 1) → ℂ) (c : ℂ),
      (∀ i, (energyMinusH (n + 1) a b z *ᵥ x) i = if (i : ℕ) = 0 then c else 0) →
      x 0 = c * contFrac (n + 1) a b z := by
  induction n with
  | zero =>
    intro a b x c h
    have hd : z - (a 0 : ℂ) - (b 0 : ℂ) ^ 2 * contFrac 0 (peel a) (peel b) z ≠ 0 :=
      fun h0 => (denominator_im_pos hz 0 a b).ne' (by rw [h0, Complex.zero_im])
    have e : (energyMinusH (0 + 1) a b z *ᵥ x) 0 = (z - (a 0 : ℂ)) * x 0 := by
      simp [Matrix.mulVec, dotProduct, energyMinusH, chainH]
    have h1 : (z - (a 0 : ℂ)) * x 0 = c := e.symm.trans ((h 0).trans (if_pos rfl))
    have hc : contFrac 0 (peel a) (peel b) z = 0 := rfl
    rw [contFrac, mul_one_div, eq_div_iff hd, hc]
    linear_combination h1
  | succ n ih =>
    intro a b x c h
    have hd : z - (a 0 : ℂ) - (b 0 : ℂ) ^ 2 * contFrac (n + 1) (peel a) (peel b) z ≠ 0 :=
      fun h0 => (denominator_im_pos hz (n + 1) a b).ne' (by rw [h0, Complex.zero_im])
    -- the rest of the chain is driven by the source `b 0 * x 0`
    have hy : x (Fin.succ 0) = (b 0 : ℂ) * x 0 * contFrac (n + 1) (peel a) (peel b) z := by
      refine ih (peel a) (peel b) (fun j => x j.succ) ((b 0 : ℂ) * x 0) fun i => ?_
      have h1 := (h i.succ).trans (if_neg (Nat.succ_ne_zero _))
      rw [row_succ] at h1
      exact sub_eq_zero.mp h1
    have h0 := (h 0).trans (if_pos rfl)
    rw [row_zero] at h0
    rw [contFrac, mul_one_div, eq_div_iff hd]
    linear_combination h0 + (b 0 : ℂ) * hy
```

## The resolvent exists

The same fact shows that $z-H$ is invertible. If $(z-H)x=0$, the source is $c=0$, so $x_0=0$. The shorter chain then has no source either, and its amplitudes vanish in turn. A square matrix with trivial kernel has nonzero determinant, which Lean expresses as `IsUnit` of the determinant.

```lean
/-- For `z` in the upper half plane the matrix `z - H` is invertible. -/
theorem isUnit_det_energyMinusH (hz : 0 < z.im) (n : ℕ) (a b : ℕ → ℝ) :
    IsUnit (energyMinusH n a b z).det := by
  -- without a source all amplitudes vanish, site after site
  have ker : ∀ (m : ℕ) (a b : ℕ → ℝ) (x : Fin m → ℂ),
      energyMinusH m a b z *ᵥ x = 0 → x = 0 := by
    intro m
    induction m with
    | zero => intro a b x _; exact Subsingleton.elim _ _
    | succ m ih =>
      intro a b x h
      have hx : x 0 = 0 := by
        have := surface_amplitude hz m a b x 0 (fun i => by rw [h]; simp)
        rw [this, zero_mul]
      have hy : (fun j : Fin m => x j.succ) = 0 := by
        refine ih (peel a) (peel b) _ (funext fun i => ?_)
        have h1 := congrFun h i.succ
        rw [row_succ, hx, mul_zero, ite_self, sub_zero] at h1
        exact h1
      funext i
      exact Fin.cases hx (fun j => congrFun hy j) i
  refine isUnit_iff_ne_zero.mpr fun hdet => ?_
  obtain ⟨v, hv, h⟩ := Matrix.exists_mulVec_eq_zero_iff.mpr hdet
  exact hv (ker n a b v h)
```

## The Green's function equals the fraction

Let $g_i=G_{i0}$ be the first column of the inverse. From $(z-H)G=1$ it follows that $(z-H)g=e_0$, which is the source problem with $c=1$. Therefore

$$
G_{00}(z)=C_{n+1}(a,b)
$$

for a chain of $n+1$ sites, with $n\ge0$, real parameters and $\operatorname{Im}z>0$. The only hypothesis in the Lean statement is `hz : 0 < z.im`; the reality of the parameters is carried by their type. The proof passes the first column to `surface_amplitude` and checks that the right-hand side is the first column of the identity.

```lean
/-- The Green's function on the first site of a chain of `n + 1` sites equals the
continued fraction with `n + 1` levels, for `z` in the upper half plane. -/
theorem green_eq_contFrac (hz : 0 < z.im) (n : ℕ) (a b : ℕ → ℝ) :
    green (n + 1) a b z 0 0 = contFrac (n + 1) a b z := by
  have hG : energyMinusH (n + 1) a b z * green (n + 1) a b z = 1 :=
    Matrix.mul_nonsing_inv _ (isUnit_det_energyMinusH hz (n + 1) a b)
  -- the first column of the inverse is the response to a unit source
  have h := surface_amplitude hz n a b (fun i => green (n + 1) a b z i 0) 1 (fun i => by
    have e : (energyMinusH (n + 1) a b z *ᵥ fun i => green (n + 1) a b z i 0) i
        = (energyMinusH (n + 1) a b z * green (n + 1) a b z) i 0 := by
      simp only [Matrix.mulVec, dotProduct, Matrix.mul_apply]
    rw [e, hG]
    by_cases hi : i = 0
    · subst hi
      simp
    · have hv : (i : ℕ) ≠ 0 := fun h => hi (Fin.ext h)
      rw [Matrix.one_apply_ne hi, if_neg hv])
  rw [one_mul] at h
  exact h
```

## Self-energy, sign and the two-site formula

For at least two sites and $\operatorname{Im}z>0$, one level of the fraction can be rewritten with Green's functions:

$$
G_{00}(z)=\frac{1}{z-a_0-b_0^2\,G'_{00}(z)},\qquad G'=(z-H')^{-1}.
$$

The rest of the chain acts on site 0 through the self-energy $b_0^2G'_{00}$. For a finite non-interacting lead modelled as such a chain, with one orbital per site, this is the step that adds one site to its surface.

```lean
/-- Attaching a site to the front of a chain gives it the self-energy `(b 0)² G'`, where `G'` is the
Green's function on the first site of the chain without the new site, for `z` in the upper half
plane. -/
theorem green_recursion (hz : 0 < z.im) (n : ℕ) (a b : ℕ → ℝ) :
    green (n + 2) a b z 0 0
      = 1 / (z - (a 0 : ℂ) - (b 0 : ℂ) ^ 2 * green (n + 1) (peel a) (peel b) z 0 0) := by
  rw [green_eq_contFrac hz n (peel a) (peel b)]
  exact green_eq_contFrac hz (n + 1) a b
```

Since $G_{00}$ is the inverse of a number in the upper half-plane, $\operatorname{Im}G_{00}(z)<0$. The broadened spectral function $-\operatorname{Im}G_{00}(\omega+i\eta)/\pi$ of the finite chain is therefore strictly positive.

```lean
/-- The Green's function on the first site has negative imaginary part for `z` in the
upper half plane. -/
theorem green_im_neg (hz : 0 < z.im) (n : ℕ) (a b : ℕ → ℝ) :
    (green (n + 1) a b z 0 0).im < 0 := by
  have hD := denominator_im_pos hz n a b
  rw [green_eq_contFrac hz, contFrac, one_div, Complex.inv_im]
  refine div_neg_of_neg_of_pos (by linarith) (Complex.normSq_pos.mpr fun h0 => ?_)
  exact hD.ne' (by rw [h0, Complex.zero_im])
```

For two sites, multiplying numerator and denominator by $z-a_1$ gives

$$
G_{00}(z)=\frac{z-a_1}{(z-a_0)(z-a_1)-b_0^2}.
$$

The factor $z-a_1$ is nonzero because its imaginary part is $\operatorname{Im}z$; this is `d1` in the proof.

```lean
/-- For two coupled sites the Green's function on the first site is `(z - a 1) / ((z - a 0)(z - a 1)
- (b 0)²)`, for `z` in the upper half plane. -/
theorem green_two_sites (hz : 0 < z.im) (a b : ℕ → ℝ) :
    green 2 a b z 0 0
      = (z - (a 1 : ℂ)) / ((z - (a 0 : ℂ)) * (z - (a 1 : ℂ)) - (b 0 : ℂ) ^ 2) := by
  have h : green 2 a b z 0 0 = contFrac 2 a b z := green_eq_contFrac hz 1 a b
  have d1 : z - (a 1 : ℂ) ≠ 0 := by
    intro h0
    have h1 := congrArg Complex.im h0
    rw [Complex.sub_im, Complex.ofReal_im, Complex.zero_im] at h1
    linarith
  have e : z - (a 0 : ℂ) - (b 0 : ℂ) ^ 2 * (1 / (z - (a 1 : ℂ)))
      = ((z - (a 0 : ℂ)) * (z - (a 1 : ℂ)) - (b 0 : ℂ) ^ 2) / (z - (a 1 : ℂ)) := by
    rw [eq_div_iff d1, sub_mul, mul_assoc, one_div, inv_mul_cancel₀ d1, mul_one]
  rw [h, show contFrac 2 a b z = 1 / (z - (a 0 : ℂ) - (b 0 : ℂ) ^ 2 *
    (1 / (z - (a 1 : ℂ) - (b 1 : ℂ) ^ 2 * 0))) from rfl, mul_zero, sub_zero, e, one_div_div]

end

end ChainContinuedFraction
```

```lean
#print axioms ChainContinuedFraction.green_eq_contFrac
#print axioms ChainContinuedFraction.green_recursion
#print axioms ChainContinuedFraction.green_im_neg
#print axioms ChainContinuedFraction.green_two_sites
```

```
'ChainContinuedFraction.green_eq_contFrac' depends on axioms: [propext, Classical.choice, Quot.sound]
'ChainContinuedFraction.green_recursion' depends on axioms: [propext, Classical.choice, Quot.sound]
'ChainContinuedFraction.green_im_neg' depends on axioms: [propext, Classical.choice, Quot.sound]
'ChainContinuedFraction.green_two_sites' depends on axioms: [propext, Classical.choice, Quot.sound]
```

## A real energy where the identity fails, and complex couplings

Without $\operatorname{Im}z>0$ the identity can fail even where $z-H$ is invertible. Take two sites with $a_0=-1$, $a_1=0$, $b_0=1$, and set $z=0$. Then

$$
z-H=\begin{pmatrix}1&-1\\-1&0\end{pmatrix},\qquad (z-H)^{-1}=\begin{pmatrix}0&-1\\-1&-1\end{pmatrix},
$$

so $G_{00}=0$. The inner denominator $z-a_1$ is zero, and the fraction has no value in ordinary arithmetic. Lean's convention $1/0=0$ would assign it the value $1$, which is also different from $G_{00}$.

The argument by hand carries over to a Hermitian chain with complex couplings, $H_{j,j+1}=b_j$ and $H_{j+1,j}=\overline{b_j}$, although the definitions above take $b_j$ real. The source on the shorter chain becomes $\overline{b_0}\,x_0$, row 0 contributes the factor $b_0$, and each $b_j^2$ in the fraction is replaced by $|b_j|^2$. The phases of the couplings then have no effect on $G_{00}$.
